# Tangents to powers of the Elliott continuum meet zero below the gap for exponents between 0 and 2

A semiconductor's absorption edge is measured, the spectrum is raised to a power, and a straight line laid along the rise is followed down to zero. The crossing is read as the band gap. With free electrons and holes and a square-root edge, the power 2 makes the plot straight and the reading correct. Electron-hole attraction changes the edge: in the standard model of a direct gap, the absorption above the gap follows the Elliott continuum, and no nonzero power of it is a straight line. Where does the tangent cross zero then?

Let $E_g$ be the gap, $E$ the photon energy and $R$ the exciton Rydberg, all in the same energy unit. Write $x=E-E_g$ and

$$y=2\pi\sqrt{R/x},\qquad a(E)=\frac{1}{1-e^{-y}} .$$

This is the square-root edge times the Coulomb enhancement for dipole-allowed transitions across a three-dimensional direct gap with parabolic bands, in units of a prefactor taken as constant. Bound exciton lines and broadening are left out.

```lean
import Mathlib

open Real

namespace ElliottTauc

noncomputable section
```

The Coulomb parameter $y$ is `coulombArg R Eg E`, and $a(E)$ is `elliott R Eg E`.

```lean
/-- The Coulomb parameter `y = 2π √(R / (E - Eg))` of an electron-hole pair with exciton
Rydberg `R > 0`, at photon energy `E` above the gap `Eg`. -/
def coulombArg (R Eg E : ℝ) : ℝ := 2 * π * √(R / (E - Eg))

/-- The Elliott continuum absorption `1 / (1 - exp (-y))`, in units of a constant prefactor,
for `R > 0` and `E > Eg`. -/
def elliott (R Eg E : ℝ) : ℝ := 1 / (1 - Real.exp (-coulombArg R Eg E))
```

The line is the tangent at a single energy, built from the actual derivative `deriv f E`; a least-squares fit over a window is a different object. The closed formula for the crossing is defined separately, so that its agreement with the tangent is something to prove.

```lean
/-- The value at energy `z` of the tangent line to the spectrum `f` drawn at energy `E`,
where `f` is differentiable at `E`. -/
def tangent (f : ℝ → ℝ) (E z : ℝ) : ℝ := f E + deriv f E * (z - E)

/-- The closed formula for the Tauc intercept with exponent `n`, for `n > 0`, `R > 0`
and `E > Eg`. -/
def taucIntercept (n R Eg E : ℝ) : ℝ :=
  Eg + (E - Eg) * (1 - 2 * (Real.exp (coulombArg R Eg E) - 1) / (n * coulombArg R Eg E))
```

The plotted quantity is $a^n$ with a real exponent $n$. A Tauc plot usually multiplies the absorption by the photon energy before taking the power, and that factor is absent here. The exponents 2 and 1/2 are those customary for direct and indirect allowed transitions, but both are applied to the same direct-gap spectrum; phonon-assisted absorption is not modelled.

## Attraction between electron and hole: $R>0$

A positive Rydberg means that the pair attracts. By hand, this makes $y>0$, so that $1-e^{-y}$ is positive and $a$ is finite. It also makes the final shift, a multiple of $R$, strictly positive. In Lean the first use is `coulombArg_pos`, on which the later positivity arguments rest.

```lean
variable {n R Eg E : ℝ}

/-- For `R > 0` the Coulomb parameter is positive above the gap. -/
theorem coulombArg_pos (hR : 0 < R) (hE : Eg < E) : 0 < coulombArg R Eg E := by
  have hx : 0 < E - Eg := sub_pos.mpr hE
  unfold coulombArg
  positivity
```

If the attraction is switched off, $y\to0$ and $ya\to1$, so $2\pi\sqrt R\,a$ tends to the free-carrier edge $\sqrt{x}$. The tangent to the $n$-th power of that edge crosses zero at $E_g+x(1-2/n)$, which for $n=2$ is exactly $E_g$. The strict inequality at $n=2$ is therefore an effect of the interaction.

## A tangent point in the continuum: $E>E_g$

The tangent must be drawn where the continuum formula applies. By hand, $x>0$ permits the square root and its derivative:

$$y'=-\frac{y}{2x}.$$

The Lean proof differentiates the quotient, the square root and the constant factor in turn, needing $x\neq0$ and $R/x\neq0$. The auxiliary identity `key` then simplifies the result, using $R=(\sqrt{R/x})^2x$.

```lean
/-- For `R > 0` and `E > Eg`, the Coulomb parameter falls with photon energy at the rate
`y / (2 (E - Eg))`. -/
theorem hasDerivAt_coulombArg (hR : 0 < R) (hE : Eg < E) :
    HasDerivAt (coulombArg R Eg) (-(coulombArg R Eg E) / (2 * (E - Eg))) E := by
  have hx : 0 < E - Eg := sub_pos.mpr hE
  have hq : 0 < R / (E - Eg) := div_pos hR hx
  have key : ∀ s x r : ℝ, s ≠ 0 → x ≠ 0 → r = s ^ 2 * x →
      2 * π * ((0 * x - r * 1) / x ^ 2 / (2 * s)) = -(2 * π * s) / (2 * x) := by
    intro s x r hs hx hr
    subst hr
    field_simp
    ring
  have hsq : R = √(R / (E - Eg)) ^ 2 * (E - Eg) := by
    rw [Real.sq_sqrt hq.le, div_mul_cancel₀ _ hx.ne']
  have h := ((((hasDerivAt_const E R).fun_div
    ((hasDerivAt_id' E).sub_const Eg) hx.ne').sqrt hq.ne').const_mul (2 * π))
  exact h.congr_deriv (key _ _ _ (Real.sqrt_pos.mpr hq).ne' hx.ne' hsq)
```

The spectrum itself follows by the chain rule:

$$a'=\frac{-e^{-y}y'}{(1-e^{-y})^2}=a\,\frac{-y'}{e^{y}-1}=a\,Q,\qquad Q=\frac{y}{2x(e^y-1)} .$$

`hasDerivAt_elliott` states this derivative. Its own `key` is the same algebra with $u=e^y$, and the hypotheses supply $u\neq1$ and $x\neq0$.

```lean
/-- For `R > 0` and `E > Eg`, the logarithmic slope of the Elliott continuum is
`y / (2 (E - Eg) (exp y - 1))`. -/
theorem hasDerivAt_elliott (hR : 0 < R) (hE : Eg < E) :
    HasDerivAt (elliott R Eg) (elliott R Eg E *
      (coulombArg R Eg E / (2 * (E - Eg) * (Real.exp (coulombArg R Eg E) - 1)))) E := by
  have hx : E - Eg ≠ 0 := (sub_pos.mpr hE).ne'
  have hy := coulombArg_pos hR hE
  have hu : Real.exp (coulombArg R Eg E) - 1 ≠ 0 := by
    exact (sub_pos.mpr (Real.one_lt_exp_iff.mpr hy)).ne'
  have hd : 1 - Real.exp (-coulombArg R Eg E) ≠ 0 :=
    (sub_pos.mpr (Real.exp_lt_one_iff.mpr (neg_lt_zero.mpr hy))).ne'
  have key : ∀ u x y : ℝ, u ≠ 0 → u - 1 ≠ 0 → x ≠ 0 →
      (0 * (1 - u⁻¹) - 1 * (-(u⁻¹ * -(-y / (2 * x))))) / (1 - u⁻¹) ^ 2
        = 1 / (1 - u⁻¹) * (y / (2 * x * (u - 1))) := by
    intro u x y h0 h1 hx
    have e : 1 - u⁻¹ = (u - 1) / u := by field_simp
    rw [e]
    field_simp
    ring
  have h := (hasDerivAt_const E (1 : ℝ)).fun_div
    (((hasDerivAt_coulombArg hR hE).fun_neg.exp).const_sub 1) hd
  refine h.congr_deriv ?_
  unfold elliott
  rw [Real.exp_neg]
  exact key _ _ _ (Real.exp_pos _).ne' hu hx
```

Below the gap the physical spectrum consists of bound exciton lines, and the continuum formula has no meaning. Lean's conventions for square roots of negative numbers and for division by zero make `elliott` vanish there, so for $n>0$ every $z$ would be a zero of the tangent and the inequality would fail.

## A rising plot: $n>0$

A positive exponent preserves the order of the data: stronger absorption stays higher on the plot. By hand, $(a^n)'=n a^nQ$, so the tangent at energy $z$ has the value

$$a^n\bigl[1+nQ(z-E)\bigr].$$

Since $a^n$ and $nQ$ are nonzero, it vanishes at exactly one energy:

$$z=E-\frac1{nQ}=E_g+x\left(1-\frac{2(e^y-1)}{ny}\right).$$

`tangent_eq_zero_iff` says this as an equivalence: the tangent is zero at `z` if and only if `z` equals `taucIntercept n R Eg E`. In the proof, `h1` is the relation $nQ(z_0-E)=-1$ for the formula's value $z_0$. Step `h3` factors the tangent as $n a^nQ(z-z_0)$, and `h4` says that the prefactor is nonzero.

```lean
/-- For `n > 0`, `R > 0` and `E > Eg`, the tangent to the `n`-th power of the Elliott continuum
at `E` vanishes at the energy `taucIntercept n R Eg E` and nowhere else. -/
theorem tangent_eq_zero_iff (hn : 0 < n) (hR : 0 < R) (hE : Eg < E) (z : ℝ) :
    tangent (fun e => elliott R Eg e ^ n) E z = 0 ↔ z = taucIntercept n R Eg E := by
  have hx : 0 < E - Eg := sub_pos.mpr hE
  have hy := coulombArg_pos hR hE
  have hu : 0 < Real.exp (coulombArg R Eg E) - 1 := by
    linarith [Real.add_one_le_exp (coulombArg R Eg E)]
  have ha : 0 < elliott R Eg E :=
    one_div_pos.mpr (sub_pos.mpr (Real.exp_lt_one_iff.mpr (neg_lt_zero.mpr hy)))
  have hder := ((hasDerivAt_elliott hR hE).rpow_const (p := n) (Or.inl ha.ne')).deriv
  have hT : taucIntercept n R Eg E - E = -((E - Eg) *
      (2 * (Real.exp (coulombArg R Eg E) - 1) / (n * coulombArg R Eg E))) := by
    unfold taucIntercept
    ring
  unfold tangent
  rw [hder, Real.rpow_sub_one ha.ne']
  -- name the logarithmic slope `Q` of the spectrum
  obtain ⟨Q, hQ⟩ : ∃ Q, Q = coulombArg R Eg E /
      (2 * (E - Eg) * (Real.exp (coulombArg R Eg E) - 1)) := ⟨_, rfl⟩
  have hQpos : 0 < Q := by rw [hQ]; positivity
  have h1 : n * Q * (taucIntercept n R Eg E - E) = -1 := by
    rw [hT, hQ]
    field_simp
  have hA : 0 < elliott R Eg E ^ n := Real.rpow_pos_of_pos ha n
  have h2 : elliott R Eg E * (elliott R Eg E ^ n / elliott R Eg E) = elliott R Eg E ^ n :=
    mul_div_cancel₀ _ ha.ne'
  rw [← hQ]
  have h3 : elliott R Eg E ^ n + elliott R Eg E * Q * n *
      (elliott R Eg E ^ n / elliott R Eg E) * (z - E)
      = n * elliott R Eg E ^ n * Q * (z - taucIntercept n R Eg E) := by
    linear_combination (Q * n * (z - E)) * h2 + elliott R Eg E ^ n * h1
  have h4 : n * elliott R Eg E ^ n * Q ≠ 0 := by positivity
  rw [h3, mul_eq_zero, or_iff_right h4, sub_eq_zero]
```

The formula needs only $n\neq0$: at $n=0$ the plot is the constant 1 and its tangent never reaches zero. The inequality fails for negative $n$, because the plot then falls with energy and its tangent crosses zero at $E-1/(nQ)>E$, above the gap.

## An exponent of at most two: $n\le2$

The upper limit includes both customary exponents. By hand it enters once, in replacing $2/n$ by 1. With the exponential series cut after the cubic term,

$$\frac{2(e^y-1)}{ny}\ \ge\ \frac{e^y-1}{y}\ \ge\ 1+\frac y2+\frac{y^2}{6}.$$

Insert this into the intercept and use $xy^2=4\pi^2R$:

$$z\ \le\ E_g-\frac{xy}{2}-\frac{xy^2}{6}\ <\ E_g-\frac{2\pi^2}{3}R .$$

`intercept_shift` states the outer inequality for any zero `z` of the tangent, without mentioning the closed formula. In its proof `hsq` is the identity for $xy^2$, `hexp` the truncated series and `hq` the lower bound on the quotient. The hypothesis $n\le2$ appears inside `hq` as the nonnegative factor $2-n$.

```lean
/-- For `0 < n ≤ 2`, `R > 0` and `E > Eg`, the Tauc intercept of the Elliott continuum lies
below the gap by more than `(2π²/3) R`. -/
theorem intercept_shift (hn : 0 < n) (hn2 : n ≤ 2) (hR : 0 < R) (hE : Eg < E) {z : ℝ}
    (hz : tangent (fun e => elliott R Eg e ^ n) E z = 0) :
    z < Eg - 2 * π ^ 2 / 3 * R := by
  rw [(tangent_eq_zero_iff hn hR hE z).mp hz]
  have hx : 0 < E - Eg := sub_pos.mpr hE
  have hy := coulombArg_pos hR hE
  have hsq : coulombArg R Eg E ^ 2 * (E - Eg) = 4 * π ^ 2 * R := by
    unfold coulombArg
    rw [mul_pow, Real.sq_sqrt (div_pos hR hx).le, mul_assoc, div_mul_cancel₀ _ hx.ne']
    ring
  unfold taucIntercept
  generalize coulombArg R Eg E = y at *
  -- the exponential series up to third order
  have hexp : 1 + y + y ^ 2 / 2 + y ^ 3 / 6 ≤ Real.exp y := by
    have h := Real.sum_le_exp_of_nonneg hy.le 4
    norm_num [Finset.sum_range_succ, Nat.factorial] at h
    linarith
  have hq : 1 + y / 2 + y ^ 2 / 6 ≤ 2 * (Real.exp y - 1) / (n * y) := by
    rw [le_div_iff₀ (mul_pos hn hy)]
    have hp : 0 ≤ (2 - n) * (y * (1 + y / 2 + y ^ 2 / 6)) :=
      mul_nonneg (by linarith) (by positivity)
    linarith
  have hm := mul_le_mul_of_nonneg_left hq hx.le
  have hxy := mul_pos hx hy
  linarith
```

The statement about the gap follows because the shift is positive.

```lean
/-- For every exponent `0 < n ≤ 2`, with `R > 0` and `E > Eg`, the tangent to the `n`-th power
of the Elliott continuum at `E` meets zero strictly below the gap. -/
theorem intercept_below_gap (hn : 0 < n) (hn2 : n ≤ 2) (hR : 0 < R) (hE : Eg < E) {z : ℝ}
    (hz : tangent (fun e => elliott R Eg e ^ n) E z = 0) : z < Eg := by
  have h := intercept_shift hn hn2 hR hE hz
  have hp : 0 < 2 * π ^ 2 / 3 * R := by positivity
  linarith
```

So for one unbroadened Elliott continuum with a constant prefactor, a gap read from such a tangent with $0<n\le2$ is too low by more than $6.5R$, wherever above the gap the tangent is drawn. This is a lower bound, not an estimate of the error. Evaluated numerically for $n=2$, the exact intercept formula gives a smallest error of about $21.6R$, reached near $E-E_g=8.5R$, and smaller positive exponents give larger errors at every energy.

Beyond $n=2$ the conclusion fails for every exponent, though not at every energy. Choose the energy at which

$$y=\frac{n-2}{2n},\qquad\text{so that}\qquad ny=\frac{n-2}{2},\quad 1-y=\frac{n+2}{2n}.$$

From $e^{-y}\ge1-y$ comes $e^y\le 2n/(n+2)$, and hence

$$2(e^y-1)\ \le\ \frac{2(n-2)}{n+2}\ <\ \frac{n-2}{2}=ny ,$$

where the strict step is $n+2>4$. The bracket in the intercept formula is then positive, and the crossing lies above the gap.

`exists_intercept_above_gap` produces this energy explicitly as $E_g+R(2\pi/y)^2$, and `harg` confirms that its Coulomb parameter is $y$. The steps `hu` and `hun` bound the exponential. For `hlt` the proof argues by contradiction: the opposite inequality would force $(n-2)^2\le0$.

```lean
/-- For every exponent `n > 2` and every `R > 0` there is a photon energy above the gap at which
the tangent to the `n`-th power of the Elliott continuum meets zero above the gap. -/
theorem exists_intercept_above_gap (hn : 2 < n) (hR : 0 < R) (Eg : ℝ) :
    ∃ E z, Eg < E ∧ tangent (fun e => elliott R Eg e ^ n) E z = 0 ∧ Eg < z := by
  have hn0 : 0 < n := by linarith
  -- the energy is chosen so that the Coulomb parameter equals `(n - 2) / (2 n)`
  obtain ⟨y, hy⟩ : ∃ y, y = (n - 2) / (2 * n) := ⟨_, rfl⟩
  have hy0 : 0 < y := by rw [hy]; exact div_pos (by linarith) (by linarith)
  have hny : n * y = (n - 2) / 2 := by rw [hy]; field_simp
  have hx : 0 < R * (2 * π / y) ^ 2 := by positivity
  have hE : Eg < Eg + R * (2 * π / y) ^ 2 := by linarith
  have harg : coulombArg R Eg (Eg + R * (2 * π / y) ^ 2) = y := by
    have e : R / (R * (2 * π / y) ^ 2) = (y / (2 * π)) ^ 2 := by field_simp
    unfold coulombArg
    rw [add_sub_cancel_left, e, Real.sqrt_sq (by positivity)]
    field_simp
  refine ⟨_, _, hE, (tangent_eq_zero_iff hn0 hR hE _).mpr rfl, ?_⟩
  have hu : Real.exp y * (1 - y) ≤ 1 := by
    have h := mul_le_mul_of_nonneg_left (Real.add_one_le_exp (-y)) (Real.exp_pos y).le
    rw [← Real.exp_add, add_neg_cancel, Real.exp_zero] at h
    linarith
  have hun : Real.exp y * (n + 2) ≤ 2 * n := by
    have h := mul_le_mul_of_nonneg_left hu hn0.le
    have e : n * (Real.exp y * (1 - y)) = Real.exp y * (n + 2) / 2 := by
      linear_combination (-Real.exp y) * hny
    linarith
  have hlt : 2 * (Real.exp y - 1) < n * y := by
    rw [hny]
    by_contra hc
    have hc' : (n + 2) / 4 ≤ Real.exp y := by linarith
    have h := mul_le_mul_of_nonneg_right hc' (by linarith : 0 ≤ n + 2)
    have hs : 0 < (n - 2) ^ 2 := pow_pos (by linarith) 2
    linarith
  have hq : 2 * (Real.exp y - 1) / (n * y) < 1 :=
    (div_lt_one (mul_pos hn0 hy0)).mpr hlt
  unfold taucIntercept
  rw [harg, add_sub_cancel_left]
  have hp := mul_pos hx (sub_pos.mpr hq)
  linarith

end

end ElliottTauc
```

```lean
#print axioms ElliottTauc.intercept_below_gap
-- 'ElliottTauc.intercept_below_gap' depends on axioms: [propext, Classical.choice, Quot.sound]
#print axioms ElliottTauc.exists_intercept_above_gap
-- 'ElliottTauc.exists_intercept_above_gap' depends on axioms: [propext, Classical.choice, Quot.sound]
```

The chosen energy lies more than $16\pi^2R$ above the gap, where a constant prefactor may be a poor description of a real material. The theorem concerns the model function, and it does not identify the lowest energy at which the crossing changes side.

## The error has no upper limit at high tangent energy

The bound for $0<n\le2$ discards the term $xy/2$, which equals $\pi\sqrt{Rx}$. Keeping it gives, by the same few lines of algebra,

$$z\ \le\ E_g-\pi\sqrt{R\,(E-E_g)}-\frac{2\pi^2}{3}R .$$

This sharper form is derived here by hand only. It shows that, within the model, the apparent gap falls without limit as the tangent energy tends to infinity. The error does not grow steadily with energy, however: by the exact intercept formula it also diverges as $E$ approaches $E_g$ from above, where $y\to\infty$ and the plot becomes flat.
